# For four orthonormal s-p hybrids in two pairs of equal s coefficient, the pair angles satisfy 3 cos A cos B = 1 + cos A + cos B

Q: What exactly is a hybrid here, and which basis does it live in?

A: A hybrid is a real combination of one s orbital and the three orbitals $p_x$, $p_y$, $p_z$ on the same atom, where the three p orbitals share one radial function. It is stored as an s coefficient $s$ and a vector $v$ of p coefficients in Euclidean 3-space. The code calls them `s` and `p`.

```lean
import Mathlib

open Matrix

namespace PairedHybridOrbitals

noncomputable section

/-- A real s-p hybrid orbital: an s coefficient and a vector of p coefficients. -/
structure Hybrid where
  s : ℝ
  p : EuclideanSpace ℝ (Fin 3)
```

Q: And the overlap? Real orbitals have integrals.

A: The s and p orbitals are taken to be orthonormal, so the overlap integral of two hybrids reduces to $s_i s_j + v_i\cdot v_j$. That formula is the definition, and the orthonormality of the underlying basis is built into it.

```lean
/-- The overlap of two hybrids built on the same orthonormal s and p orbitals. -/
def overlap (g h : Hybrid) : ℝ := g.s * h.s + inner ℝ g.p h.p
```

Q: "Bond angle" worries me. Is it the angle between nuclei?

A: No. It is the angle between the p vectors, that is, between the hybrid axes. If a bond is bent, the internuclear angle can differ, and nothing here controls that difference.

```lean
/-- The angle between the p vectors of two hybrids, for nonzero p vectors. -/
def bondAngle (g h : Hybrid) : ℝ := InnerProductGeometry.angle g.p h.p
```

Q: Which four hybrids do you allow?

A: They are numbered 0 to 3 and orthonormal. Hybrids 0 and 1 share the s coefficient $a$, and hybrids 2 and 3 share $b$. Equal coefficients stand for two equivalent hybrids, such as two equivalent bonds or two equivalent lone pairs. This equivalence is assumed, not derived from a Hamiltonian or a molecular symmetry.

```lean
/-- Four orthonormal hybrids in two pairs, with equal s coefficients within each pair. -/
structure IsPaired (h : Fin 4 → Hybrid) : Prop where
  orthonormal : ∀ i j, overlap (h i) (h j) = if i = j then 1 else 0
  first : (h 0).s = (h 1).s
  second : (h 2).s = (h 3).s
```

Q: You don't require $a$ and $b$ to be positive. Doesn't the phase of a hybrid matter?

A: The relative phase within a pair does. Reversing the sign of one hybrid reverses its p vector and replaces the angle by its supplement. Requiring equal signed coefficients fixes that choice whenever the coefficient is nonzero. If it is zero, the two p vectors are perpendicular and the choice has no effect on the angle. Reversing both hybrids of a pair leaves their angle alone, so positivity is unnecessary.

Q: Then derive the relation by hand before showing me any proof code.

A: Write $A$ for the angle between $v_0$ and $v_1$, and $B$ for the angle between $v_2$ and $v_3$. Put the hybrids in the rows of a $4\times4$ matrix, with the s coefficient first. Its rows are orthonormal and it is square, so its columns are orthonormal too. The s column therefore has norm one:

$$2a^2+2b^2=1,\qquad a^2+b^2=\tfrac12 .$$

Both s weights are thus at most $1/2$, and the p weights $1-a^2$ and $1-b^2$ are at least $1/2$. Normalisation gives $|v_0|^2=|v_1|^2=1-a^2$, so orthogonality of hybrids 0 and 1 reads

$$a^2+(1-a^2)\cos A=0,\qquad \cos A=-\frac{a^2}{1-a^2}.$$

In the same way $\cos B=-b^2/(1-b^2)$. Now multiply $1+\cos A+\cos B$ by $(1-a^2)(1-b^2)$:

$$(1-a^2)(1-b^2)-a^2(1-b^2)-b^2(1-a^2)=1-2(a^2+b^2)+3a^2b^2=3a^2b^2 .$$

The same factor turns $3\cos A\cos B$ into $3a^2b^2$ as well. The factor is positive, so dividing by it gives

$$3\cos A\cos B=1+\cos A+\cos B .$$

Q: The theorem will also say that $v_0-v_1$ is orthogonal to $v_2$ and to $v_3$. Where does that come from?

A: From the overlaps between the pairs. Hybrid 2 is orthogonal to hybrids 0 and 1, so $ab+v_0\cdot v_2=0$ and $ab+v_1\cdot v_2=0$. Subtracting gives $(v_0-v_1)\cdot v_2=0$. Replacing hybrid 2 by hybrid 3 gives $(v_0-v_1)\cdot v_3=0$. When $v_2$ and $v_3$ are not collinear, $v_0-v_1$ is therefore normal to their plane.

Q: Give me numbers.

A: Take $a^2=1/5$ and $b^2=3/10$, which add up to $1/2$. Then $\cos A=-1/4$ and $\cos B=-3/7$, so $A\approx104.5^\circ$ and $B\approx115.4^\circ$. The left side is $3\cdot\frac14\cdot\frac37=\frac{9}{28}$, and the right side is $1-\frac14-\frac37=\frac{9}{28}$.

Q: Now the formal proof. How does it get the sum of the s weights?

A: The first lemma writes the inner product in components. The second builds the matrix `M` from the four hybrids. `hM` says that its rows are orthonormal, and `mul_eq_one_comm` turns this into orthonormality of the columns. The top left entry of `Mᵀ * M` is the squared norm of the s column, and half of that equation is the claim.

```lean
/-- The inner product of two p vectors in Cartesian components. -/
theorem inner_components (v w : EuclideanSpace ℝ (Fin 3)) :
    inner ℝ v w = v 0 * w 0 + v 1 * w 1 + v 2 * w 2 := by
  simp [PiLp.inner_apply, Fin.sum_univ_three]
  ring

/-- The s weights of one hybrid from each pair add up to one half. -/
theorem s_weight_sum {h : Fin 4 → Hybrid} (H : IsPaired h) :
    (h 0).s ^ 2 + (h 2).s ^ 2 = 1 / 2 := by
  let M : Matrix (Fin 4) (Fin 4) ℝ :=
    Matrix.of fun i => ![(h i).s, (h i).p 0, (h i).p 1, (h i).p 2]
  -- orthonormal rows of a square matrix imply orthonormal columns
  have hM : M * Mᵀ = 1 := by
    ext i j
    rw [Matrix.mul_apply, Matrix.one_apply, ← H.orthonormal i j, overlap,
      inner_components, Fin.sum_univ_four]
    change (h i).s * (h j).s + (h i).p 0 * (h j).p 0 + (h i).p 1 * (h j).p 1
      + (h i).p 2 * (h j).p 2 = _
    ring
  have hM' : Mᵀ * M = 1 := mul_eq_one_comm.mp hM
  have h00 := congrFun (congrFun hM' 0) 0
  rw [Matrix.mul_apply, Fin.sum_univ_four, Matrix.one_apply_eq] at h00
  change (h 0).s * (h 0).s + (h 1).s * (h 1).s + (h 2).s * (h 2).s
    + (h 3).s * (h 3).s = 1 at h00
  rw [← H.first, ← H.second] at h00
  linear_combination h00 / 2
```

Q: And the cosine within a pair?

A: `cos_of_equal_s` treats any two orthonormal hybrids with the same s coefficient. It first shows in `hn` that their p vectors have equal length. It then replaces the inner product by the product of the lengths and the cosine, as in the hand calculation. `cos_pairs` applies this to each pair.

```lean
/-- For two orthonormal hybrids with the same s coefficient, the s weight fixes the cosine
of the angle between them. -/
theorem cos_of_equal_s {g h : Hybrid} (hg : overlap g g = 1) (hh : overlap h h = 1)
    (hgh : overlap g h = 0) (hs : g.s = h.s) :
    (1 - g.s ^ 2) * Real.cos (bondAngle g h) = -g.s ^ 2 := by
  unfold overlap at hg hh hgh
  rw [real_inner_self_eq_norm_sq] at hg hh
  rw [← hs] at hh hgh
  -- the two p vectors have the same length
  have hn : ‖g.p‖ = ‖h.p‖ :=
    (sq_eq_sq₀ (norm_nonneg _) (norm_nonneg _)).mp (by linarith)
  have key := InnerProductGeometry.cos_angle_mul_norm_mul_norm g.p h.p
  rw [← hn] at key
  unfold bondAngle
  linear_combination key + hgh - Real.cos (InnerProductGeometry.angle g.p h.p) * hg

/-- In a paired set, the s weight of each pair fixes the cosine of its own angle. -/
theorem cos_pairs {h : Fin 4 → Hybrid} (H : IsPaired h) :
    (1 - (h 0).s ^ 2) * Real.cos (bondAngle (h 0) (h 1)) = -(h 0).s ^ 2 ∧
    (1 - (h 2).s ^ 2) * Real.cos (bondAngle (h 2) (h 3)) = -(h 2).s ^ 2 :=
  ⟨cos_of_equal_s (by simpa using H.orthonormal 0 0) (by simpa using H.orthonormal 1 1)
    (by simpa using H.orthonormal 0 1) H.first,
   cos_of_equal_s (by simpa using H.orthonormal 2 2) (by simpa using H.orthonormal 3 3)
    (by simpa using H.orthonormal 2 3) H.second⟩
```

Q: Read me the main theorem in words, then tell me how it is proved.

A: For every set `h` satisfying `IsPaired`, the cosines of the two pair angles obey the relation, and the difference of the first two p vectors has zero inner product with each of the other two.

For the relation, `hx` and `hy` establish that the p weights are positive. The proof multiplies both sides by their product, and `linear_combination` performs the elimination using the two cosine equations and the weight sum. The other two parts subtract overlap equations, with `inner_sub_left` splitting the inner product of the difference.

```lean
/-- The two angles within the pairs obey `3 cos A cos B = 1 + cos A + cos B`, and the
difference of the first two p vectors is orthogonal to both p vectors of the other pair. -/
theorem paired_hybrid_geometry {h : Fin 4 → Hybrid} (H : IsPaired h) :
    3 * Real.cos (bondAngle (h 0) (h 1)) * Real.cos (bondAngle (h 2) (h 3))
      = 1 + Real.cos (bondAngle (h 0) (h 1)) + Real.cos (bondAngle (h 2) (h 3)) ∧
    inner ℝ ((h 0).p - (h 1).p) (h 2).p = 0 ∧
    inner ℝ ((h 0).p - (h 1).p) (h 3).p = 0 := by
  refine ⟨?_, ?_, ?_⟩
  · obtain ⟨e1, e2⟩ := cos_pairs H
    have e3 := s_weight_sum H
    generalize Real.cos (bondAngle (h 0) (h 1)) = c at *
    generalize Real.cos (bondAngle (h 2) (h 3)) = d at *
    have hx : 0 < 1 - (h 0).s ^ 2 := by nlinarith [sq_nonneg (h 2).s]
    have hy : 0 < 1 - (h 2).s ^ 2 := by nlinarith [sq_nonneg (h 0).s]
    -- clear the positive p weights, then eliminate the s weights
    apply mul_left_cancel₀ (mul_pos hx hy).ne'
    linear_combination (3 * (1 - (h 2).s ^ 2) * d - (1 - (h 2).s ^ 2)) * e1
      + (-3 * (h 0).s ^ 2 - (1 - (h 0).s ^ 2)) * e2 + 2 * e3
  · have h1 : overlap (h 0) (h 2) = 0 := by simpa using H.orthonormal 0 2
    have h2 : overlap (h 1) (h 2) = 0 := by simpa using H.orthonormal 1 2
    unfold overlap at h1 h2
    rw [H.first] at h1
    rw [inner_sub_left]
    linarith
  · have h1 : overlap (h 0) (h 3) = 0 := by simpa using H.orthonormal 0 3
    have h2 : overlap (h 1) (h 3) = 0 := by simpa using H.orthonormal 1 3
    unfold overlap at h1 h2
    rw [H.first] at h1
    rw [inner_sub_left]
    linarith
```

Q: The relation also holds for $\cos A=\cos B=1$. Surely two orthogonal hybrids of a pair can't point the same way?

A: They can't, and the next theorem rules it out. In $(1-a^2)\cos A=-a^2$ the prefactor is positive and the right side is not, so $\cos A\le0$. The same holds for $B$. The proof supposes a positive cosine and obtains a contradiction from the signs.

```lean
/-- Neither of the two angles within the pairs has a positive cosine. -/
theorem cos_nonpos {h : Fin 4 → Hybrid} (H : IsPaired h) :
    Real.cos (bondAngle (h 0) (h 1)) ≤ 0 ∧ Real.cos (bondAngle (h 2) (h 3)) ≤ 0 := by
  obtain ⟨e1, e2⟩ := cos_pairs H
  have e3 := s_weight_sum H
  have hx : 0 < 1 - (h 0).s ^ 2 := by nlinarith [sq_nonneg (h 2).s]
  have hy : 0 < 1 - (h 2).s ^ 2 := by nlinarith [sq_nonneg (h 0).s]
  constructor
  · by_contra hc
    have := mul_pos hx (not_le.mp hc)
    linarith [sq_nonneg (h 0).s]
  · by_contra hc
    have := mul_pos hy (not_le.mp hc)
    linarith [sq_nonneg (h 2).s]
```

Q: Does opening one angle close the other?

A: Yes, when two such sets are compared. The relation is equivalent to

$$(1-3\cos A)(1-3\cos B)=4,$$

and both factors are at least one because the cosines are nonpositive. A larger $A$ in $[0,\pi]$ has a smaller cosine, which makes the first factor larger. The second factor must then be smaller, so $\cos B$ is larger and $B$ is smaller.

The Lean proof assumes the opposite ordering of the second angles. It converts both angle comparisons into cosine comparisons, and `nlinarith` finds the conflict with the two relations. The theorem compares two sets of hybrids; it says nothing about forces or about how a molecule moves from one to the other.

```lean
/-- Of two paired sets, the one with the larger first angle has the smaller second angle. -/
theorem opening_closes {h k : Fin 4 → Hybrid} (H : IsPaired h) (K : IsPaired k)
    (hlt : bondAngle (k 0) (k 1) < bondAngle (h 0) (h 1)) :
    bondAngle (h 2) (h 3) < bondAngle (k 2) (k 3) := by
  by_contra hcon
  have hc := Real.cos_lt_cos_of_nonneg_of_le_pi
    (InnerProductGeometry.angle_nonneg (k 0).p (k 1).p)
    (InnerProductGeometry.angle_le_pi (h 0).p (h 1).p) hlt
  have hd := Real.cos_le_cos_of_nonneg_of_le_pi
    (InnerProductGeometry.angle_nonneg (k 2).p (k 3).p)
    (InnerProductGeometry.angle_le_pi (h 2).p (h 3).p) (not_lt.mp hcon)
  change Real.cos (bondAngle (h 0) (h 1)) < Real.cos (bondAngle (k 0) (k 1)) at hc
  change Real.cos (bondAngle (h 2) (h 3)) ≤ Real.cos (bondAngle (k 2) (k 3)) at hd
  have r1 := (paired_hybrid_geometry H).1
  have r2 := (paired_hybrid_geometry K).1
  have n1 := (cos_nonpos H).1
  have n2 := (cos_nonpos K).2
  -- the relation says that (1 - 3 cos A) (1 - 3 cos B) = 4 in both sets
  have p1 := mul_pos (sub_pos.mpr hc)
    (show 0 < 1 - 3 * Real.cos (bondAngle (k 2) (k 3)) by linarith)
  have p2 := mul_nonneg (sub_nonneg.mpr hd)
    (show 0 ≤ 1 - 3 * Real.cos (bondAngle (h 0) (h 1)) by linarith)
  nlinarith
```

Q: Could your conditions be so strict that no hybrids satisfy them?

A: There is an explicit family. For any real $a,b$ with $a^2+b^2=1/2$, use the s coefficients $a,a,b,b$ and the p vectors

$$v_{0,1}=(\pm\tfrac1{\sqrt2},0,b),\qquad v_{2,3}=(0,\pm\tfrac1{\sqrt2},-a).$$

Each of the first two hybrids has norm squared $a^2+\frac12+b^2=1$, and their mutual overlap is $a^2-\frac12+b^2=0$. The second pair works in the same way, and every overlap between the pairs is $ab-ab=0$. In Lean, `fin_cases` runs through all sixteen index combinations and the remaining algebra is automatic.

```lean
/-- Four hybrids with s coefficients `a, a, b, b` and the p vectors of the two pairs in
two perpendicular coordinate planes. -/
def pairFamily (a b : ℝ) : Fin 4 → Hybrid :=
  ![⟨a, !₂[√(1 / 2), 0, b]⟩, ⟨a, !₂[-√(1 / 2), 0, b]⟩,
    ⟨b, !₂[0, √(1 / 2), -a]⟩, ⟨b, !₂[0, -√(1 / 2), -a]⟩]

/-- The explicit family is a paired orthonormal set whenever `a² + b² = 1/2`. -/
theorem pairFamily_witness {a b : ℝ} (hab : a ^ 2 + b ^ 2 = 1 / 2) :
    IsPaired (pairFamily a b) := by
  refine ⟨fun i j => ?_, rfl, rfl⟩
  have hr : √(1 / 2 : ℝ) ^ 2 = 1 / 2 := Real.sq_sqrt (by norm_num)
  rw [overlap, inner_components]
  unfold pairFamily
  generalize √(1 / 2 : ℝ) = r at hr ⊢
  fin_cases i <;> fin_cases j <;> simp <;> nlinarith [hr, hab]
```

Q: Then which pairs of angles can occur?

A: Exactly those whose cosines $c$ and $d$ are both nonpositive and satisfy $3cd=1+c+d$. One direction combines the earlier theorems. For the other, solve the cosine formulas for the s weights:

$$a^2=\frac{c}{c-1},\qquad b^2=\frac{d}{d-1}.$$

Both are nonnegative, so real square roots exist. Their sum is

$$a^2+b^2=\frac{2cd-c-d}{(c-1)(d-1)},$$

and setting this equal to $1/2$ gives $4cd-2c-2d=cd-c-d+1$, which is the angle relation again. The explicit family with these coefficients then has the required cosines. In the code, `hab` is the weight sum, and the two closing `linear_combination` steps recover $c$ and $d$ from `cos_pairs`.

```lean
/-- Two numbers are the cosines of the angles within the pairs of some paired set exactly
when neither is positive and they satisfy the angle relation. -/
theorem realisable_iff (c d : ℝ) :
    (∃ h, IsPaired h ∧ Real.cos (bondAngle (h 0) (h 1)) = c ∧
      Real.cos (bondAngle (h 2) (h 3)) = d) ↔
    c ≤ 0 ∧ d ≤ 0 ∧ 3 * c * d = 1 + c + d := by
  constructor
  · rintro ⟨h, H, rfl, rfl⟩
    exact ⟨(cos_nonpos H).1, (cos_nonpos H).2, (paired_hybrid_geometry H).1⟩
  · rintro ⟨hc, hd, hrel⟩
    have hc1 : c - 1 ≠ 0 := by linarith
    have hd1 : d - 1 ≠ 0 := by linarith
    -- choose the s weights dictated by the two cosines
    obtain ⟨a, ha⟩ : ∃ a : ℝ, a ^ 2 = c / (c - 1) :=
      ⟨√(c / (c - 1)), Real.sq_sqrt (div_nonneg_of_nonpos hc (by linarith))⟩
    obtain ⟨b, hb⟩ : ∃ b : ℝ, b ^ 2 = d / (d - 1) :=
      ⟨√(d / (d - 1)), Real.sq_sqrt (div_nonneg_of_nonpos hd (by linarith))⟩
    have hab : a ^ 2 + b ^ 2 = 1 / 2 := by
      rw [ha, hb, div_add_div _ _ hc1 hd1, div_eq_div_iff (mul_ne_zero hc1 hd1) two_ne_zero]
      linear_combination hrel
    have ha' : a ^ 2 * (c - 1) = c := by rw [ha, div_mul_cancel₀ _ hc1]
    have hb' : b ^ 2 * (d - 1) = d := by rw [hb, div_mul_cancel₀ _ hd1]
    have P := pairFamily_witness hab
    have e1 : (1 - a ^ 2) * Real.cos (bondAngle (pairFamily a b 0) (pairFamily a b 1))
        = -a ^ 2 := (cos_pairs P).1
    have e2 : (1 - b ^ 2) * Real.cos (bondAngle (pairFamily a b 2) (pairFamily a b 3))
        = -b ^ 2 := (cos_pairs P).2
    refine ⟨pairFamily a b, P, ?_, ?_⟩
    · linear_combination -(c - 1) * e1
        - (Real.cos (bondAngle (pairFamily a b 0) (pairFamily a b 1)) - 1) * ha'
    · linear_combination -(d - 1) * e2
        - (Real.cos (bondAngle (pairFamily a b 2) (pairFamily a b 3)) - 1) * hb'

end

end PairedHybridOrbitals
```

```lean
#print axioms PairedHybridOrbitals.cos_of_equal_s
#print axioms PairedHybridOrbitals.opening_closes
#print axioms PairedHybridOrbitals.realisable_iff
```

```
'PairedHybridOrbitals.cos_of_equal_s' depends on axioms: [propext, Classical.choice, Quot.sound]
'PairedHybridOrbitals.opening_closes' depends on axioms: [propext, Classical.choice, Quot.sound]
'PairedHybridOrbitals.realisable_iff' depends on axioms: [propext, Classical.choice, Quot.sound]
```

Q: The end points look suspicious. What happens at $c=-1$?

A: The relation gives $d=0$, with $a^2=1/2$ and $b=0$. This is the familiar picture of two collinear sp hybrids and two pure p orbitals at right angles. At the symmetric point $a^2=b^2=1/4$, both cosines are $-1/3$, the tetrahedral value.

Q: So what may I use this for in an electronic structure calculation?

A: For localised orbitals that reduce to four real, exactly orthonormal s-p hybrids on one atom, with equal s coefficients within each pair, the relation converts the angle between one pair of hybrid axes into the angle between the other. Hybrids with d character, nonorthogonal hybrids and pairs that are only approximately equivalent are not covered. Nor does the relation select the s weights: it describes a one-parameter family of angles, and choosing a member of that family takes further information, such as an energy calculation.
